# Group velocity at a Klein step: Dirac reflection below one, Klein–Gordon reflection above one away from \(V=2E\)

Take the positive square root for the transmitted momentum at a high potential step, and the Dirac equation seems to reflect more current than arrives. The algebra is sound, but the wave chosen beyond the step travels towards it, so the calculation describes a second incoming beam. Selecting the transmitted wave by its group velocity brings Dirac reflection below one. For a Klein–Gordon particle the same selection gives reflection above one, except at one step height where no scattering solution exists.

## Waves and currents

Units are \(\hbar=c=1\). A particle of mass \(m\) and energy \(E\) arrives from the left, where the potential is zero, at a sharp step of height \(V\) at \(x=0\). The regime is \(E>m>0\) and \(V>E+m\). The incident momentum is \(p>0\), and the transmitted momentum \(q\) carries its own sign:

\[
p^2=E^2-m^2,\qquad q^2=(V-E)^2-m^2 .
\]

In Lean 4 with Mathlib:

```lean
import Mathlib

open ComplexConjugate

namespace KleinStep

noncomputable section
```

On each side the solutions are built from plane waves \(e^{ikx}\), with real momentum \(k\).

```lean
/-- The plane wave `exp(i k x)` of momentum `k`. -/
def wave (k x : ℝ) : ℂ := Complex.exp (Complex.I * k * x)
```

Write \(\varepsilon\) for energy minus potential: \(E\) on the left, \(E-V\) on the right. The stationary Dirac equation for an upper component \(u\) and a lower component \(v\) is

\[
-iu'=(\varepsilon+m)v,\qquad -iv'=(\varepsilon-m)u .
\]

Putting \(u=e^{ikx}\) into the first equation gives \(v/u=k/(\varepsilon+m)\).

```lean
/-- Ratio of lower to upper spinor component for momentum `k`, where `ε` is the energy
minus the potential; the domain is `ε + m ≠ 0`. -/
def ratio (m ε k : ℝ) : ℝ := k / (ε + m)
```

The plane-wave spinor is therefore the pair with upper component \(e^{ikx}\) and lower component \(\frac{k}{\varepsilon+m}e^{ikx}\).

```lean
/-- The plane-wave spinor in one dimension, with upper component `exp(i k x)`; it solves the Dirac
equation on the mass shell `k² = ε² - m²`; the domain is `ε + m ≠ 0`. -/
def spinor (m ε k x : ℝ) : ℂ × ℂ := (wave k x, (ratio m ε k : ℂ) * wave k x)
```

The probability current is \(\psi^\dagger\sigma_x\psi=2\,\mathrm{Re}(u^*v)\). These spinors are not normalised: with component ratio \(a\), the density is \(1+a^2\) and the current \(2a\). At unit density the current is \(2a/(1+a^2)=k/\varepsilon\). Transmission below is a ratio of currents computed with the actual amplitudes, so a common normalisation of the whole solution cancels.

```lean
/-- The Dirac probability current `ψ† σₓ ψ` of a two-component spinor. -/
def current (ψ : ℂ × ℂ) : ℝ := 2 * (conj ψ.1 * ψ.2).re
```

## Conditions at the step

Let \(r\) and \(t\) be the complex reflection and transmission amplitudes. The Dirac equation is first order, so both spinor components must be continuous at \(x=0\), and nothing more is required.

```lean
/-- Continuity of the Dirac spinor at the step: incident plus reflected wave equals the
transmitted wave at `x = 0`. The domain is `E + m ≠ 0` and `E - V + m ≠ 0`. -/
def DiracMatch (m E V p q : ℝ) (r t : ℂ) : Prop :=
  spinor m E p 0 + r • spinor m E (-p) 0 = t • spinor m (E - V) q 0
```

The Klein–Gordon equation is second order, so the scalar wave and its derivative must both be continuous.

```lean
/-- Continuity of the Klein-Gordon wave function and of its derivative at the step. -/
def KGMatch (p q : ℝ) (r t : ℂ) : Prop :=
  wave p 0 + r * wave (-p) 0 = t * wave q 0 ∧
  deriv (fun x => wave p x + r * wave (-p) x) 0 = deriv (fun x => t * wave q x) 0
```

## Checking the plane waves

By the chain rule, \((e^{ikx})'=ik\,e^{ikx}\).

```lean
/-- Differentiating a plane wave multiplies it by `i k`. -/
theorem hasDerivAt_wave (k x : ℝ) :
    HasDerivAt (wave k) (Complex.I * k * wave k x) x := by
  have h : HasDerivAt (fun y : ℝ => Complex.I * k * (y : ℂ)) (Complex.I * k) x := by
    simpa using (hasDerivAt_id x).ofReal_comp.const_mul (Complex.I * (k : ℂ))
  exact h.cexp.congr_deriv (mul_comm _ _)
```

With \(v=\frac{k}{\varepsilon+m}u\), the first Dirac equation holds by construction. The second needs

\[
\frac{k^2}{\varepsilon+m}=\frac{\varepsilon^2-m^2}{\varepsilon+m}=\varepsilon-m ,
\]

which is the mass-shell condition. In the proof, `h1` says that the component ratio times \(\varepsilon+m\) is \(k\), and `h2` that the ratio times \(k\) is \(\varepsilon-m\); `linear_combination` inserts their complex versions into the derivatives.

```lean
/-- On the mass shell `k² = ε² - m²`, with `ε + m ≠ 0`, the plane-wave spinor solves the
stationary Dirac equation `-i u' = (ε + m) v`, `-i v' = (ε - m) u`. -/
theorem spinor_solves_dirac {m ε k : ℝ} (h : ε + m ≠ 0) (hk : k ^ 2 = ε ^ 2 - m ^ 2)
    (x : ℝ) :
    HasDerivAt (fun y => (spinor m ε k y).1)
      (Complex.I * (ε + m) * (spinor m ε k x).2) x ∧
    HasDerivAt (fun y => (spinor m ε k y).2)
      (Complex.I * (ε - m) * (spinor m ε k x).1) x := by
  have h1 : ratio m ε k * (ε + m) = k := div_mul_cancel₀ k h
  have h2 : ratio m ε k * k = ε - m := by
    unfold ratio
    rw [div_mul_eq_mul_div, div_eq_iff h]
    linear_combination hk
  have h1' : (ratio m ε k : ℂ) * (ε + m) = k := by exact_mod_cast h1
  have h2' : (ratio m ε k : ℂ) * k = ε - m := by exact_mod_cast h2
  constructor
  · refine (hasDerivAt_wave k x).congr_deriv ?_
    simp only [spinor]
    linear_combination (-Complex.I * wave k x) * h1'
  · refine ((hasDerivAt_wave k x).const_mul (ratio m ε k : ℂ)).congr_deriv ?_
    simp only [spinor]
    linear_combination (Complex.I * wave k x) * h2'
```

For Klein–Gordon waves the field equation enters only through the mass-shell conditions on \(p\) and \(q\).

## The direction of the transmitted wave

Since \(E<V\), the transmitted wave lies on the branch \(E(k)=V-\sqrt{k^2+m^2}\). Its group velocity is

\[
\frac{dE}{dk}\bigg|_{k=q}=-\frac{q}{\sqrt{q^2+m^2}}=-\frac{q}{V-E}=\frac{q}{E-V}.
\]

An outgoing wave has \(q/(E-V)>0\), and hence \(q<0\): momentum and velocity point in opposite directions under the step. This condition, `hv` in the later theorems, is the physical input that no wave comes in from the far right.

```lean
/-- For `E < V` and `q² = (V - E)² - m²`, the group velocity `dE/dk` at `k = q` on the
branch `E(k) = V - √(k² + m²)` is `q / (E - V)`. -/
theorem group_velocity {m E V q : ℝ} (hV : E < V) (hq : q ^ 2 = (V - E) ^ 2 - m ^ 2) :
    HasDerivAt (fun k : ℝ => V - √(k ^ 2 + m ^ 2)) (q / (E - V)) q := by
  have h : q ^ 2 + m ^ 2 = (V - E) ^ 2 := by linarith
  have hs : √(q ^ 2 + m ^ 2) = V - E := by rw [h, Real.sqrt_sq (by linarith)]
  have hne : q ^ 2 + m ^ 2 ≠ 0 := by
    rw [h]
    exact pow_ne_zero 2 (by linarith : 0 < V - E).ne'
  have hd : HasDerivAt (fun k : ℝ => k ^ 2 + m ^ 2) (2 * q) q := by
    simpa using (hasDerivAt_pow 2 q).add_const (m ^ 2)
  refine ((hd.sqrt hne).const_sub V).congr_deriv ?_
  rw [hs, show E - V = -(V - E) by ring, div_neg, mul_div_mul_left _ _ two_ne_zero]
```

## One pair of equations for both particles

Both matching problems reduce to

\[
1+r=t,\qquad a(1-r)=bt .
\]

Substituting the first into the second gives \(r(a+b)=a-b\), so for \(a+b\neq0\)

\[
r=\frac{a-b}{a+b},\qquad t=\frac{2a}{a+b}.
\]

The lemma is an equivalence, so it gives existence as well as uniqueness of the amplitudes.

```lean
/-- For `a + b ≠ 0` the matching equations `1 + r = t`, `a (1 - r) = b t` have exactly one
solution, `r = (a - b)/(a + b)` and `t = 2a/(a + b)`. -/
theorem amplitudes {a b : ℝ} (h : a + b ≠ 0) (r t : ℂ) :
    (1 + r = t ∧ (a : ℂ) * (1 - r) = b * t) ↔
      r = ((a - b) / (a + b) : ℝ) ∧ t = (2 * a / (a + b) : ℝ) := by
  have hc : (a : ℂ) + b ≠ 0 := by exact_mod_cast h
  push_cast
  rw [eq_div_iff hc, eq_div_iff hc]
  constructor
  · rintro ⟨h1, h2⟩
    exact ⟨by linear_combination -h2 + b * h1, by linear_combination -h2 - a * h1⟩
  · rintro ⟨h1, h2⟩
    exact ⟨mul_right_cancel₀ hc (by linear_combination h1 - h2),
      mul_right_cancel₀ hc (by linear_combination -a * h1 - b * h2)⟩
```

For Dirac spinors at \(x=0\), the upper components give \(1+r=t\). The reflected wave has momentum \(-p\) and therefore component ratio \(-a\), so the lower components give \(a(1-r)=bt\), where

\[
a=\frac{p}{E+m},\qquad b=\frac{q}{E-V+m}.
\]

```lean
/-- Continuity of the Dirac spinor at the step amounts to `1 + r = t`, `a (1 - r) = b t`,
with `a` and `b` the component ratios on the two sides. -/
theorem diracMatch_iff (m E V p q : ℝ) (r t : ℂ) :
    DiracMatch m E V p q r t ↔
      1 + r = t ∧ (ratio m E p : ℂ) * (1 - r) = ratio m (E - V) q * t := by
  have w0 : ∀ k, wave k 0 = 1 := fun k => by simp [wave]
  have hn : ratio m E (-p) = -ratio m E p := neg_div _ _
  simp only [DiracMatch, spinor, w0, hn, Prod.ext_iff, Prod.fst_add, Prod.snd_add,
    Prod.smul_fst, Prod.smul_snd, smul_eq_mul, mul_one, Complex.ofReal_neg]
  constructor <;> rintro ⟨h1, h2⟩ <;> exact ⟨h1, by linear_combination h2⟩
```

For Klein–Gordon waves, continuity of the derivative reads \(ip(1-r)=iqt\). Cancelling \(i\) leaves the same equations with \(p\) and \(q\) in place of \(a\) and \(b\).

```lean
/-- Klein-Gordon matching at the step amounts to `1 + r = t`, `p (1 - r) = q t`: the momenta
take the place of the Dirac component ratios. -/
theorem kgMatch_iff (p q : ℝ) (r t : ℂ) :
    KGMatch p q r t ↔ 1 + r = t ∧ (p : ℂ) * (1 - r) = q * t := by
  have w0 : ∀ k, wave k 0 = 1 := fun k => by simp [wave]
  have hL := (hasDerivAt_wave p 0).fun_add ((hasDerivAt_wave (-p) 0).const_mul r)
  have hR := (hasDerivAt_wave q 0).const_mul t
  unfold KGMatch
  rw [hL.deriv, hR.deriv]
  simp only [w0, mul_one, Complex.ofReal_neg]
  constructor
  · rintro ⟨h1, h2⟩
    exact ⟨h1, mul_left_cancel₀ Complex.I_ne_zero (by linear_combination h2)⟩
  · rintro ⟨h1, h2⟩
    exact ⟨h1, by linear_combination Complex.I * h2⟩
```

## Dirac reflection

The incident mass shell gives \(p^2=(E-m)(E+m)<(E+m)^2\), so \(0<a<1\). Under the step,

\[
q^2=(V-E-m)(V-E+m)>(V-E-m)^2 .
\]

As \(q<0\), this means \(-q>V-E-m>0\), and \(b=(-q)/(V-E-m)>1\). The proof makes the same two comparisons of squares.

```lean
/-- For `E > m > 0`, `V > E + m`, incident momentum `p > 0` and a transmitted wave of positive
group velocity, both on the mass shell, the component ratios obey `0 < a < 1 < b`. -/
theorem ratio_bounds {m E V p q : ℝ} (hm : 0 < m) (hE : m < E) (hV : E + m < V)
    (hp : 0 < p) (hp2 : p ^ 2 = E ^ 2 - m ^ 2) (hq2 : q ^ 2 = (V - E) ^ 2 - m ^ 2)
    (hv : 0 < q / (E - V)) :
    0 < ratio m E p ∧ ratio m E p < 1 ∧ 1 < ratio m (E - V) q := by
  -- positive group velocity means negative momentum under the step
  have hq : q < 0 := ((div_pos_iff.1 hv).resolve_left (fun h => by linarith [h.2])).1
  have h1 : p < E + m := lt_of_pow_lt_pow_left₀ 2 (by linarith)
    (by nlinarith [mul_pos hm (by linarith : 0 < E + m)])
  have h2 : V - E - m < -q := lt_of_pow_lt_pow_left₀ 2 (by linarith)
    (by nlinarith [mul_pos hm (by linarith : 0 < V - E - m)])
  exact ⟨div_pos hp (by linarith), (div_lt_one (by linarith)).2 h1,
    (one_lt_div_of_neg (by linarith)).2 (by linarith)⟩
```

A wave of amplitude \(s\) and ratio \(a\) carries current \(2a|s|^2\). The reflected current thus has magnitude \(2a|r|^2\) against an incident \(2a\), which makes \(R=|r|^2\) the reflection probability. The transmitted fraction is

\[
T=\frac{2b|t|^2}{2a}=\frac{4ab}{(a+b)^2},
\qquad
R+T=\frac{(a-b)^2+4ab}{(a+b)^2}=1 .
\]

Since \(a,b>0\), \(T\) is positive and \(R<1\). Replacing \(q\) by \(-q\) replaces \(b\) by \(-b\), so the new amplitude is \(r'=(a+b)/(a-b)\). It is finite because \(a<b\), and \(|r'|^2=1/R>1\) is the excess reflection of the opening paragraph.

In the theorem, `h` states the matching for the outgoing wave and `h'` the matching for the opposite momentum. The local lemma `cur` computes the current of a plane wave, `hsum` is \(R+T=1\), and `hprod` is \(r'r=1\).

```lean
/-- Dirac scattering at a step `V > E + m`, with `E > m > 0`, `p > 0` and both momenta on the mass
shell. If the transmitted wave has positive group velocity, then `R = ((a-b)/(a+b))² < 1`, the
transmitted fraction of the current is `4ab/(a+b)²`, and the two add to one; the opposite momentum
`-q` gives a squared reflection amplitude `R'` with `R' R = 1`. -/
theorem dirac_klein_step {m E V p q a b : ℝ} {r t r' t' : ℂ}
    (hm : 0 < m) (hE : m < E) (hV : E + m < V)
    (hp : 0 < p) (hp2 : p ^ 2 = E ^ 2 - m ^ 2) (hq2 : q ^ 2 = (V - E) ^ 2 - m ^ 2)
    (hv : 0 < q / (E - V)) (ha : a = ratio m E p) (hb : b = ratio m (E - V) q)
    (h : DiracMatch m E V p q r t) (h' : DiracMatch m E V p (-q) r' t') :
    ‖r‖ ^ 2 = ((a - b) / (a + b)) ^ 2 ∧ ‖r‖ ^ 2 < 1 ∧
    current (t • spinor m (E - V) q 0) / current (spinor m E p 0)
      = 4 * a * b / (a + b) ^ 2 ∧
    ‖r‖ ^ 2 + current (t • spinor m (E - V) q 0) / current (spinor m E p 0) = 1 ∧
    ‖r'‖ ^ 2 * ‖r‖ ^ 2 = 1 := by
  obtain ⟨ha0, ha1, hb1⟩ := ratio_bounds hm hE hV hp hp2 hq2 hv
  have hn : ratio m (E - V) (-q) = -ratio m (E - V) q := neg_div _ _
  rw [diracMatch_iff] at h h'
  rw [hn] at h'
  -- the current carried by a plane wave of amplitude s
  have cur : ∀ (s : ℂ) (ε k : ℝ),
      current (s • spinor m ε k 0) = 2 * ‖s‖ ^ 2 * ratio m ε k := by
    intro s ε k
    have w0 : wave k 0 = 1 := by simp [wave]
    have e : conj s * (s * (ratio m ε k : ℂ)) = ((‖s‖ ^ 2 * ratio m ε k : ℝ) : ℂ) := by
      push_cast
      linear_combination (ratio m ε k : ℂ) * Complex.conj_mul' s
    simp only [current, spinor, w0, Prod.smul_fst, Prod.smul_snd, smul_eq_mul, mul_one]
    rw [e, Complex.ofReal_re]
    ring
  have hinc : current (spinor m E p 0) = 2 * ratio m E p := by
    simpa using cur 1 E p
  rw [cur, hinc]
  rw [← ha] at ha0 ha1 h h' ⊢
  rw [← hb] at hb1 h h' ⊢
  have hb0 : 0 < b := by linarith
  have hs : a + b ≠ 0 := by positivity
  have hd : a - b ≠ 0 := (by linarith : a - b < 0).ne
  obtain ⟨hr, ht⟩ := (amplitudes hs r t).1 h
  obtain ⟨hr', -⟩ := (amplitudes (by rwa [← sub_eq_add_neg]) r' t').1 h'
  have hR : ‖r‖ ^ 2 = ((a - b) / (a + b)) ^ 2 := by
    rw [hr, Complex.norm_real, Real.norm_eq_abs, sq_abs]
  have hT : 2 * ‖t‖ ^ 2 * b / (2 * a) = 4 * a * b / (a + b) ^ 2 := by
    rw [ht, Complex.norm_real, Real.norm_eq_abs, sq_abs, div_eq_iff (by positivity), div_pow]
    ring
  have hsum : ((a - b) / (a + b)) ^ 2 + 4 * a * b / (a + b) ^ 2 = 1 := by
    rw [div_pow, ← add_div, div_eq_one_iff_eq (pow_ne_zero 2 hs)]
    ring
  have hTpos : 0 < 4 * a * b / (a + b) ^ 2 := by positivity
  refine ⟨hR, by rw [hR]; linarith, hT, by rw [hR, hT]; exact hsum, ?_⟩
  -- reversing q exchanges a - b and a + b
  have hprod : (a - -b) / (a + -b) * ((a - b) / (a + b)) = 1 := by
    rw [sub_neg_eq_add, ← sub_eq_add_neg, div_mul_div_comm,
      div_eq_one_iff_eq (mul_ne_zero hd hs)]
    ring
  rw [hR, hr', Complex.norm_real, Real.norm_eq_abs, sq_abs, ← mul_pow, hprod, one_pow]
```

No condition \(V\neq2E\) appears here, because \(a+b\) is always positive.

## Klein–Gordon reflection

Now \(r=(p-q)/(p+q)\), provided that \(p+q\neq0\). If \(p+q=0\), then \(p^2=q^2\), and the mass shells give \(V(V-2E)=0\). As \(V>0\), this happens only at \(V=2E\). At every other height in the regime,

\[
(p-q)^2-(p+q)^2=-4pq>0 ,
\]

so \(R=\left(\frac{p-q}{p+q}\right)^2>1\). The last `nlinarith` uses exactly this sign of \(pq\). Here \(R\) is the squared amplitude ratio; the theorem makes no statement about the transmitted charge current.

```lean
/-- Klein-Gordon scattering at a step `V > E + m`, `V ≠ 2E`, with `E > m > 0`, `p > 0` and both
momenta on the mass shell: if the transmitted wave has positive group velocity, then
`R = ((p-q)/(p+q))² > 1`. -/
theorem klein_gordon_superradiance {m E V p q : ℝ} {r t : ℂ}
    (hm : 0 < m) (hE : m < E) (hV : E + m < V) (hVE : V ≠ 2 * E)
    (hp : 0 < p) (hp2 : p ^ 2 = E ^ 2 - m ^ 2) (hq2 : q ^ 2 = (V - E) ^ 2 - m ^ 2)
    (hv : 0 < q / (E - V)) (h : KGMatch p q r t) :
    ‖r‖ ^ 2 = ((p - q) / (p + q)) ^ 2 ∧ 1 < ‖r‖ ^ 2 := by
  have hq : q < 0 := ((div_pos_iff.1 hv).resolve_left (fun h => by linarith [h.2])).1
  -- p + q could vanish only at V = 2E
  have hs : p + q ≠ 0 := by
    intro h0
    have hz : V * (V - 2 * E) = 0 := by linear_combination hp2 - hq2 + (q - p) * h0
    rcases mul_eq_zero.1 hz with h1 | h1
    · linarith
    · exact hVE (by linarith)
  obtain ⟨hr, -⟩ := (amplitudes hs r t).1 ((kgMatch_iff p q r t).1 h)
  have hR : ‖r‖ ^ 2 = ((p - q) / (p + q)) ^ 2 := by
    rw [hr, Complex.norm_real, Real.norm_eq_abs, sq_abs]
  refine ⟨hR, ?_⟩
  rw [hR, div_pow, one_lt_div ((sq_nonneg _).lt_of_ne' (pow_ne_zero 2 hs))]
  nlinarith [mul_pos hp (neg_pos.2 hq)]
```

At \(V=2E\) the outgoing wave has \(q=-p\). Matching then demands \(p(1-r)=-pt=-p(1+r)\), hence \(2p=0\), which contradicts \(p>0\). No amplitudes satisfy the conditions.

```lean
/-- At the step height `V = 2E`, with `E > 0`, `p > 0`, both momenta on the mass shell and
positive transmitted group velocity, no amplitudes satisfy the Klein-Gordon matching. -/
theorem klein_gordon_no_solution {m E p q : ℝ} (hE : 0 < E) (hp : 0 < p)
    (hp2 : p ^ 2 = E ^ 2 - m ^ 2) (hq2 : q ^ 2 = (2 * E - E) ^ 2 - m ^ 2)
    (hv : 0 < q / (E - 2 * E)) (r t : ℂ) : ¬ KGMatch p q r t := by
  have hq : q < 0 := ((div_pos_iff.1 hv).resolve_left (fun h => by linarith [h.2])).1
  have hz : (p - q) * (p + q) = 0 := by linear_combination hp2 - hq2
  have hs : p + q = 0 := (mul_eq_zero.1 hz).resolve_left (by linarith : 0 < p - q).ne'
  have hc : (p : ℂ) + q = 0 := by exact_mod_cast hs
  rw [kgMatch_iff]
  rintro ⟨h1, h2⟩
  -- the two matching conditions now contradict each other
  have h3 : (2 : ℂ) * p = 0 := by linear_combination h2 + p * h1 + t * hc
  have h4 : 2 * p = 0 := by exact_mod_cast h3
  linarith

end

end KleinStep
```

```lean
#print axioms KleinStep.group_velocity
#print axioms KleinStep.dirac_klein_step
#print axioms KleinStep.klein_gordon_superradiance
#print axioms KleinStep.klein_gordon_no_solution
```

```
'KleinStep.group_velocity' depends on axioms: [propext, Classical.choice, Quot.sound]
'KleinStep.dirac_klein_step' depends on axioms: [propext, Classical.choice, Quot.sound]
'KleinStep.klein_gordon_superradiance' depends on axioms: [propext, Classical.choice, Quot.sound]
'KleinStep.klein_gordon_no_solution' depends on axioms: [propext, Classical.choice, Quot.sound]
```

For scattering calculations with a static, sharp, one-dimensional step and non-interacting particles, a transmitted wave of real momentum should be selected by the sign of its group velocity and not of its momentum. The model consists of stationary waves in a prescribed potential: it contains no wave packets, smooth steps or back-reaction on the field, and it does not compute the pair creation associated with the Klein paradox.
